# Step and peak of the one-orbital Kohn-Sham potential between two exponential density tails

Let $x$ be the position along the axis between two atoms, in atomic units. The electron density there is modelled as the sum of a left atom's tail $L = A e^{-2ax}$ and a right atom's tail $R = B e^{2bx}$:

$$n(x) = A e^{-2ax} + B e^{2bx}, \qquad p = \frac{L}{n}, \qquad g = \sqrt{n}.$$

Here $A, B$ are weights, $a, b$ are decay constants, and $p$ is the left tail's share of the density. The question is which Kohn-Sham potential $v$ has $g$ as its orbital with energy $\varepsilon$. Solving $-\tfrac12 g'' + v g = \varepsilon g$ for the potential gives $v - \varepsilon = g''/(2g)$. A constant factor in $g$ cancels, so two electrons sharing one orbital are treated in the same way.

The two constants stand for ionisation energies, through the usual asymptotic relation $I = a^2/2$ for the left atom and $I = b^2/2$ for the right. This relation is an input to the interpretation and is not derived.

```lean
import Mathlib

open Filter Topology

namespace KohnShamBondStep

noncomputable section
```

In Lean, $n$ is `density A B a b`, $p$ is `leftShare A B a b x`, and `ksPotential n x` is $v - \varepsilon$, not $v$ itself. Its second derivative is Lean's `deriv` applied twice to $\sqrt n$. This is the true second derivative where $\sqrt n$ is twice differentiable, as it is everywhere for the two-tail density with positive weights; where a derivative does not exist, `deriv` returns 0, which has no physical meaning.

```lean
/-- The density between two atoms: a tail `A exp(-2ax)` of the left atom plus a tail
`B exp(2bx)` of the right atom. -/
def density (A B a b x : ℝ) : ℝ :=
  A * Real.exp (-2 * a * x) + B * Real.exp (2 * b * x)

/-- The share of the left atom's tail in the density, for a nonzero density. -/
def leftShare (A B a b x : ℝ) : ℝ :=
  A * Real.exp (-2 * a * x) / density A B a b x

/-- The Kohn-Sham potential measured from the orbital energy, `g'' / (2g)` with `g = √n`, in atomic
units, at points where the density `n` is positive and `g` is twice differentiable. -/
def ksPotential (n : ℝ → ℝ) (x : ℝ) : ℝ :=
  deriv (deriv fun y => Real.sqrt (n y)) x / (2 * Real.sqrt (n x))
```

The result bears on stretched bonds in density functional theory, where an approximate potential without the step can leave fractional charges on separated atoms; the model here has one orbital and one dimension. Its density grows without bound as $x \to \pm\infty$, so the two limits represent regions where one tail dominates but the atom's core has not been reached. Applying the result to a molecule requires that the true density between the atoms, with its first two derivatives, be close to the two-tail sum. A single electron shared by two atoms in a bonding orbital does not meet this condition: its density is roughly the square of a sum of two orbital tails, and where the tails are equal the cross term is as large as the two-tail sum itself.

## Positive density: the orbital determines the potential

Physically, $n(x) > 0$ says that the orbital has no node at $x$. By hand, it permits division of the Kohn-Sham equation by $g$. The theorem `kohnSham_equation_iff` states that the equation at $x$, with potential value `v` and energy `ε`, is equivalent to `v - ε = ksPotential n x`. Its proof uses `hx` to clear the denominator $2g$; both directions are then linear algebra.

Where $n(x) = 0$, the terms containing $v$ and $\varepsilon$ vanish and the equation no longer fixes their difference. Lean's division by zero would assign `ksPotential` the value 0 there, which has no physical meaning.

```lean
/-- Where the density is positive and `√n` is twice differentiable, the orbital `√n` satisfies the
Kohn-Sham equation with potential value `v` and energy `ε` exactly when `v - ε` is `ksPotential`. -/
theorem kohnSham_equation_iff (n : ℝ → ℝ) (x v ε : ℝ) (hx : 0 < n x) :
    -(1 / 2) * deriv (deriv fun y => Real.sqrt (n y)) x + v * Real.sqrt (n x)
      = ε * Real.sqrt (n x) ↔ v - ε = ksPotential n x := by
  have hs : 0 < Real.sqrt (n x) := Real.sqrt_pos.2 hx
  have hs2 : 2 * Real.sqrt (n x) ≠ 0 := (mul_pos two_pos hs).ne'
  unfold ksPotential
  rw [eq_div_iff hs2]
  constructor <;> intro h
  · linear_combination 2 * h
  · linear_combination h / 2
```

## Smooth density: no kink in the orbital

The next theorem assumes that $n$ is positive and differentiable everywhere, with slope `n1`, and that this slope has derivative `n2` at $x$. By hand,

$$g' = \frac{n'}{2g}, \qquad g'' = \frac{n''}{2g} - \frac{n'^2}{4g^3}, \qquad \frac{g''}{2g} = \frac{n''}{4n} - \frac{n'^2}{8n^2}.$$

In the proof, `hd` is the first formula and `h3` is the quotient rule that yields the second. The square root is then replaced by a letter `s` with $s^2 = n$, and algebra finishes the computation.

If $n'$ jumps, as at a nuclear cusp on a line through the nucleus, $g''$ does not exist there as an ordinary number. The two-tail density has no such point.

```lean
/-- For an everywhere positive, differentiable density whose slope `n1` has derivative `n2`
at `x`, the potential there is `n'' / (4n) - n'² / (8n²)`. -/
theorem ksPotential_eq {n n1 : ℝ → ℝ} {n2 x : ℝ} (hpos : ∀ y, 0 < n y)
    (h1 : ∀ y, HasDerivAt n (n1 y) y) (h2 : HasDerivAt n1 n2 x) :
    ksPotential n x = n2 / (4 * n x) - (n1 x) ^ 2 / (8 * (n x) ^ 2) := by
  have hd : (deriv fun y => Real.sqrt (n y)) = fun y => n1 y / (2 * Real.sqrt (n y)) :=
    funext fun y => ((h1 y).sqrt (hpos y).ne').deriv
  have hs : Real.sqrt (n x) ≠ 0 := (Real.sqrt_pos.2 (hpos x)).ne'
  have hq : Real.sqrt (n x) ^ 2 = n x := Real.sq_sqrt (hpos x).le
  -- the quotient rule gives the second derivative of the orbital
  have h3 : HasDerivAt (fun y => n1 y / (2 * Real.sqrt (n y)))
      ((n2 * (2 * Real.sqrt (n x)) - n1 x * (2 * (n1 x / (2 * Real.sqrt (n x)))))
        / (2 * Real.sqrt (n x)) ^ 2) x :=
    h2.fun_div (((h1 x).sqrt (hpos x).ne').const_mul 2) (mul_ne_zero two_ne_zero hs)
  unfold ksPotential
  rw [hd, h3.deriv]
  generalize Real.sqrt (n x) = s at hs hq ⊢
  rw [← hq]
  field_simp
  ring
```

## Positive weights: both atoms contribute

The conditions $A > 0$ and $B > 0$ say that each atom contributes density. They make $n$ positive everywhere, so the formula above applies. Each tail is multiplied by its exponent's constant when differentiated, which is the content of `hasDerivAt_tail`:

$$n' = -2aL + 2bR, \qquad n'' = 4a^2 L + 4b^2 R.$$

With $L/n = p$ and $R/n = 1-p$,

$$\frac{g''}{2g} = a^2 p + b^2(1-p) - \frac{\bigl(ap - b(1-p)\bigr)^2}{2}.$$

Since $p^2 = p - p(1-p)$ and $(1-p)^2 = (1-p) - p(1-p)$, the square equals $a^2p + b^2(1-p) - (a+b)^2p(1-p)$. Hence

$$\frac{g''}{2g} = \frac{a^2 p + b^2(1-p)}{2} + \frac{(a+b)^2 p(1-p)}{2}.$$

This is `ksPotential_density`, which holds for all real $a, b$. Its proof supplies the two derivatives as `h1` and `h2`, then names the tail values `L` and `R` so that only algebra remains.

```lean
/-- An exponential tail `C exp(kx)` has slope `k` times itself. -/
theorem hasDerivAt_tail (C k x : ℝ) :
    HasDerivAt (fun y => C * Real.exp (k * y)) (k * (C * Real.exp (k * x))) x := by
  have h : HasDerivAt (fun y : ℝ => k * y) (k * 1) x := (hasDerivAt_id' x).const_mul k
  exact (h.exp.const_mul C).congr_deriv (by ring)

/-- For two tails of positive weight, the Kohn-Sham potential is the share-weighted mean of
`a²/2` and `b²/2` plus the overlap term `(a+b)² p (1-p) / 2`, with `p` the left share. -/
theorem ksPotential_density {A B : ℝ} (hA : 0 < A) (hB : 0 < B) (a b x : ℝ) :
    ksPotential (density A B a b) x =
      (a ^ 2 * leftShare A B a b x + b ^ 2 * (1 - leftShare A B a b x)) / 2
        + (a + b) ^ 2 * leftShare A B a b x * (1 - leftShare A B a b x) / 2 := by
  have hpos : ∀ y, 0 < density A B a b y := fun y => by unfold density; positivity
  have h1 : ∀ y, HasDerivAt (density A B a b)
      ((fun z => -2 * a * (A * Real.exp (-2 * a * z))
        + 2 * b * (B * Real.exp (2 * b * z))) y) y :=
    fun y => (hasDerivAt_tail A (-2 * a) y).fun_add (hasDerivAt_tail B (2 * b) y)
  have h2 := ((hasDerivAt_tail A (-2 * a) x).const_mul (-2 * a)).fun_add
    ((hasDerivAt_tail B (2 * b) x).const_mul (2 * b))
  have hn : A * Real.exp (-2 * a * x) + B * Real.exp (2 * b * x) ≠ 0 := (hpos x).ne'
  rw [ksPotential_eq hpos h1 h2]
  simp only [leftShare, density]
  -- only the values of the two tails matter from here on
  generalize A * Real.exp (-2 * a * x) = L at hn ⊢
  generalize B * Real.exp (2 * b * x) = R at hn ⊢
  field_simp
  ring
```

Dividing numerator and denominator of $p$ by $e^{-2ax}$ gives the logistic form

$$p = \frac{A}{A + B e^{2(a+b)x}}.$$

If $B = 0$ and $A > 0$, then $p = 1$ everywhere and the potential is the constant $a^2/2$. For positive $a \neq b$ there is then no step, so the step needs $B \neq 0$.

```lean
/-- For tails of positive weight, the left share at `x` is `A / (A + B exp(2(a+b)x))`. -/
theorem leftShare_eq {A B : ℝ} (hA : 0 < A) (hB : 0 < B) (a b x : ℝ) :
    leftShare A B a b x = A / (A + B * Real.exp (2 * (a + b) * x)) := by
  have hE : Real.exp (2 * b * x)
      = Real.exp (2 * (a + b) * x) * Real.exp (-2 * a * x) := by
    rw [← Real.exp_add]
    congr 1
    ring
  unfold leftShare density
  rw [hE, div_eq_div_iff (by positivity) (by positivity)]
  ring
```

## Positive decay constants: each tail falls off away from its own atom

With $a, b > 0$, the left tail decays to the right and the right tail decays to the left. Expanding shows that the potential can also be written as

$$\frac{g''}{2g} = \frac{a^2+b^2}{2} - \frac{\bigl((a+b)p - a\bigr)^2}{2}.$$

On the far left $e^{2(a+b)x} \to 0$, so $p \to 1$ and the potential tends to $a^2/2$. On the far right $p \to 0$ and it tends to $b^2/2$. The step is therefore $(b^2-a^2)/2$, the difference of the ionisation energies under the relation above.

In `ksPotential_step`, `key` turns a limit `q` of the share into a limit of the potential, and the two cases insert 1 and 0. The positivity of $a$ and $b$ is used only through $a + b > 0$. If $a + b < 0$, the two limits change places.

```lean
/-- The step: for positive weights and decay constants, the potential tends to `a²/2` on the
far left and to `b²/2` on the far right. -/
theorem ksPotential_step {A B a b : ℝ} (hA : 0 < A) (hB : 0 < B) (ha : 0 < a) (hb : 0 < b) :
    Tendsto (ksPotential (density A B a b)) atBot (𝓝 (a ^ 2 / 2)) ∧
      Tendsto (ksPotential (density A B a b)) atTop (𝓝 (b ^ 2 / 2)) := by
  have hk : 0 < 2 * (a + b) := by positivity
  -- a limit of the share determines the limit of the potential
  have key : ∀ (l : Filter ℝ) (q : ℝ),
      Tendsto (fun x => A / (A + B * Real.exp (2 * (a + b) * x))) l (𝓝 q) →
      Tendsto (ksPotential (density A B a b)) l
        (𝓝 ((a ^ 2 + b ^ 2) / 2 - ((a + b) * q - a) ^ 2 / 2)) := by
    intro l q hq
    have h := ((((hq.const_mul (a + b)).sub_const a).pow 2).div_const 2).const_sub
      ((a ^ 2 + b ^ 2) / 2)
    refine h.congr fun x => ?_
    rw [ksPotential_density hA hB, leftShare_eq hA hB]
    ring
  constructor
  · have hE : Tendsto (fun x : ℝ => Real.exp (2 * (a + b) * x)) atBot (𝓝 0) :=
      Real.tendsto_exp_atBot.comp (tendsto_id.const_mul_atBot hk)
    have hp : Tendsto (fun x => A / (A + B * Real.exp (2 * (a + b) * x))) atBot
        (𝓝 (A / (A + B * 0))) :=
      tendsto_const_nhds.div ((hE.const_mul B).const_add A) (by simpa using hA.ne')
    have e : A / (A + B * 0) = 1 := by rw [mul_zero, add_zero, div_self hA.ne']
    rw [e] at hp
    convert key atBot 1 hp using 2
    ring
  · have hE : Tendsto (fun x : ℝ => Real.exp (2 * (a + b) * x)) atTop atTop :=
      Real.tendsto_exp_atTop.comp (tendsto_id.const_mul_atTop hk)
    have hp : Tendsto (fun x => A / (A + B * Real.exp (2 * (a + b) * x))) atTop (𝓝 0) :=
      tendsto_const_nhds.div_atTop
        (tendsto_atTop_add_const_left _ A (hE.const_mul_atTop hB))
    convert key atTop 0 hp using 2
    ring
```

The square is never negative, so the potential is at most $(a^2+b^2)/2$. Equality means $p = a/(a+b)$, that is

$$A(a+b) = a\bigl(A + B e^{2(a+b)x}\bigr), \qquad e^{2(a+b)x} = \frac{Ab}{Ba}, \qquad x = \frac{\log\bigl(Ab/(Ba)\bigr)}{2(a+b)}.$$

The theorem `ksPotential_peak` states the bound and this unique position. In its proof `hV` is the completed square, `h1` converts its vanishing into the exponential condition, and `h2` takes the logarithm. For $A = B$ and $a = b$ the peak is at $x = 0$, where $v - \varepsilon$ equals $a^2$, twice its plateau value $a^2/2$.

Positivity of both constants makes the logarithm's argument positive. If $b = 0$ and $a > 0$, equality would require $p = 1$, which no finite $x$ reaches; an attained peak then needs $b \neq 0$.

```lean
/-- The peak: for positive weights and decay constants, the potential never exceeds
`(a² + b²)/2`, and it takes this value at exactly one point,
`x = log(Ab/(Ba)) / (2(a+b))`. -/
theorem ksPotential_peak {A B a b : ℝ} (hA : 0 < A) (hB : 0 < B) (ha : 0 < a) (hb : 0 < b)
    (x : ℝ) :
    ksPotential (density A B a b) x ≤ (a ^ 2 + b ^ 2) / 2 ∧
      (ksPotential (density A B a b) x = (a ^ 2 + b ^ 2) / 2 ↔
        x = Real.log (A * b / (B * a)) / (2 * (a + b))) := by
  -- completing the square in the share
  have hV : ksPotential (density A B a b) x =
      (a ^ 2 + b ^ 2) / 2 - ((a + b) * leftShare A B a b x - a) ^ 2 / 2 := by
    rw [ksPotential_density hA hB]
    ring
  have hBa : B * a ≠ 0 := by positivity
  have hs : 2 * (a + b) ≠ 0 := by positivity
  have hc : 0 < A * b / (B * a) := by positivity
  have hD : A + B * Real.exp (2 * (a + b) * x) ≠ 0 := by positivity
  have h1 : (a + b) * leftShare A B a b x - a = 0 ↔
      Real.exp (2 * (a + b) * x) * (B * a) = A * b := by
    rw [leftShare_eq hA hB, sub_eq_zero, ← mul_div_assoc, div_eq_iff hD]
    constructor <;> intro h <;> linear_combination -h
  have h2 : x = Real.log (A * b / (B * a)) / (2 * (a + b)) ↔
      Real.exp (2 * (a + b) * x) * (B * a) = A * b := by
    constructor <;> intro h
    · rw [eq_div_iff hs] at h
      have h' : 2 * (a + b) * x = Real.log (A * b / (B * a)) := by linear_combination h
      rw [← eq_div_iff hBa, h', Real.exp_log hc]
    · rw [← eq_div_iff hBa] at h
      rw [← h, Real.log_exp, eq_div_iff hs]
      ring
  rw [hV, h2, ← h1]
  refine ⟨by linarith [sq_nonneg ((a + b) * leftShare A B a b x - a)], fun h => ?_, fun h => ?_⟩
  · have h0 : ((a + b) * leftShare A B a b x - a) ^ 2 = 0 := by linarith
    exact (pow_eq_zero_iff two_ne_zero).1 h0
  · rw [h]
    ring

end

end KohnShamBondStep
```

```lean
#print axioms KohnShamBondStep.kohnSham_equation_iff
#print axioms KohnShamBondStep.ksPotential_density
#print axioms KohnShamBondStep.ksPotential_step
#print axioms KohnShamBondStep.ksPotential_peak
```

```
'KohnShamBondStep.kohnSham_equation_iff' depends on axioms: [propext, Classical.choice, Quot.sound]
'KohnShamBondStep.ksPotential_density' depends on axioms: [propext, Classical.choice, Quot.sound]
'KohnShamBondStep.ksPotential_step' depends on axioms: [propext, Classical.choice, Quot.sound]
'KohnShamBondStep.ksPotential_peak' depends on axioms: [propext, Classical.choice, Quot.sound]
```
